# Turns about unit axes carried by a body compose as fixed-axis turns in reversed order

One way to orient a rigid molecule in the laboratory frame is to multiply its body-frame coordinates by a rotation matrix built from three Euler angles. If the angles describe successive turns about the molecule's own axes, the second and third axes have in general already moved when their turns begin. The matrix can nevertheless be built from rotations about the original axes, provided that the factors stand in the right order.

Let \(R(n,t)\) be the rotation by the angle \(t\) about the unit vector \(n\), and let the body axes coincide at first with the laboratory axes. Turning successively about the moved body axes gives the same final orientation as turning about the fixed axes in reversed order. For turns \(\alpha,\beta,\gamma\) about the body's z, y and z axes, the matrix is

\[
R_z(\alpha)R_y(\beta)R_z(\gamma).
\]

The passive matrix, which gives the components of a fixed vector along the rotated axes, is its inverse and has Euler angles \((-\gamma,-\beta,-\alpha)\). The Wigner rotation operator \(e^{-i\alpha J_z}e^{-i\beta J_y}e^{-i\gamma J_z}\) in quantum mechanics (with \(\hbar=1\)) has the same order of factors, although the theorems below concern only real three-by-three matrices.

## Rodrigues matrices as rotations

Number the components x, y, z by 0, 1, 2, and let \(K(n)\) be the matrix with \(K(n)v=n\times v\). The Rodrigues matrix is

\[
R(n,t)=1+\sin t\,K(n)+(1-\cos t)\,K(n)^2 .
\]

Write \(K\) for \(K(n)\). The double cross product gives \(K^2v=n(n\cdot v)-(n\cdot n)v\). Another cross product with \(n\) removes the first term, so \(K^3=-(n\cdot n)K\). For a unit axis, therefore, \(K^3=-K\) and \(K^4=-K^2\).

In the product \(R(n,s)R(n,t)\), the coefficient of \(K\) is

\[
\sin s+\sin t-\sin s(1-\cos t)-(1-\cos s)\sin t=\sin(s+t),
\]

and that of \(K^2\) is

\[
(1-\cos s)+(1-\cos t)+\sin s\sin t-(1-\cos s)(1-\cos t)=1-\cos(s+t).
\]

Hence \(R(n,s)R(n,t)=R(n,s+t)\). Since \(K^T=-K\), also \(R(n,t)^T=R(n,-t)\), and so \(R(n,t)R(n,t)^T=R(n,0)=1\). Taking determinants at half the angle gives \((\det R(n,t/2))^2=1\). But \(R(n,t)=R(n,t/2)^2\), so \(\det R(n,t)=1\).

## Moving the axis and ordering the factors

Let \(Q\) be a proper rotation, that is, \(QQ^T=1\) and \(\det Q=1\). For any vectors \(a,b\), the triple product gives

\[
a\cdot Q^TK(Qn)Qb=Qa\cdot(Qn\times Qb)=\det Q\;a\cdot(n\times b).
\]

Thus \(Q^TK(Qn)Q=\det Q\,K(n)=K(n)\). Multiplying by \(Q\) on the left and \(Q^T\) on the right yields \(K(Qn)=QK(n)Q^T\). Because \(Q^TQ=1\), squaring gives \(K(Qn)^2=QK(n)^2Q^T\). Substituting both into the Rodrigues formula,

\[
Q\,R(n,t)\,Q^T=R(Qn,t).
\]

Now let the body have orientation \(A\), a proper rotation. A body axis with body-frame components \(n\) points along \(An\) in space, so a turn about it changes the orientation to

\[
R(An,t)A=A\,R(n,t)A^TA=A\,R(n,t).
\]

The new orientation is again a proper rotation, and the argument can be repeated. For axes \(u_1,\ldots,u_N\) and angles \(t_1,\ldots,t_N\), put \(R_k=R(u_k,t_k)\). The body-axis process ends at \(AR_1\cdots R_N\). Fixed-axis turns multiply on the left, so performing them in the order \(N,\ldots,1\) ends at \(R_1\cdots R_NA\). The two results agree when \(A=1\), and the z-y-z matrix is the case of three factors.

Finally, let \(e_i\) be the basis vectors and \(A\) the z-y-z matrix. The component of a fixed vector \(v\) along \(Ae_i\) is \((Ae_i)\cdot v=(A^Tv)_i\), so the passive matrix is \(A^T=A^{-1}\). Transposition reverses the factors and the signs of the angles:

\[
A^T=R_z(-\gamma)R_y(-\beta)R_z(-\alpha).
\]

## Orientations and turns in Lean

```lean
import Mathlib

open Matrix

namespace BodyAxisRotations

noncomputable section
```

Vectors are functions `Fin 3 → ℝ`, and matrices act on them as columns.

```lean
/-- Real three-by-three matrices. -/
abbrev Mat3 := Matrix (Fin 3) (Fin 3) ℝ
```

The matrix \(K(n)\) is `crossMatrix n`. Its signs fix the right-handed cross product.

```lean
/-- The matrix of the cross product `v ↦ n × v`. -/
def crossMatrix (n : Fin 3 → ℝ) : Mat3 :=
  !![0, -n 2, n 1; n 2, 0, -n 0; -n 1, n 0, 0]
```

In `rodrigues`, the letter `t` is an angle in radians, not a time. The definition accepts any vector `n`; the unit length needed for a rotation by `t` enters as a hypothesis in the theorems.

```lean
/-- The Rodrigues matrix with axis vector `n` and angle `t`. -/
def rodrigues (n : Fin 3 → ℝ) (t : ℝ) : Mat3 :=
  1 + Real.sin t • crossMatrix n + (1 - Real.cos t) • (crossMatrix n * crossMatrix n)
```

Membership of SO(3) is expressed by two equations.

```lean
/-- A proper rotation: an orthogonal matrix of determinant one. -/
def IsRotation (Q : Mat3) : Prop := Q * Qᵀ = 1 ∧ Q.det = 1
```

The two turning processes are recursive functions of a starting orientation and a list. Each list entry `p` consists of an axis `p.1` and an angle `p.2`, and the head of the list is the first turn performed. The functions differ only in the axis of each turn: `A *ᵥ p.1` for the body, `p.1` for space.

```lean
/-- Starting from orientation `A`, turn successively about axes that are carried along by
the body: an axis `n` given in the body frame points along `A n` in space. -/
def bodyAxes : Mat3 → List ((Fin 3 → ℝ) × ℝ) → Mat3
  | A, [] => A
  | A, p :: l => bodyAxes (rodrigues (A *ᵥ p.1) p.2 * A) l

/-- Starting from orientation `A`, turn successively about axes fixed in space. -/
def fixedAxes : Mat3 → List ((Fin 3 → ℝ) × ℝ) → Mat3
  | A, [] => A
  | A, p :: l => fixedAxes (rodrigues p.1 p.2 * A) l
```

The coordinate rotations are written out in their active form: a positive angle turns vectors counterclockwise when seen from the tip of the axis.

```lean
/-- The rotation by `t` about the z axis. -/
def Rz (t : ℝ) : Mat3 :=
  !![Real.cos t, -Real.sin t, 0; Real.sin t, Real.cos t, 0; 0, 0, 1]

/-- The rotation by `t` about the y axis. -/
def Ry (t : ℝ) : Mat3 :=
  !![Real.cos t, 0, Real.sin t; 0, 1, 0; -Real.sin t, 0, Real.cos t]

/-- The active rotation matrix with z-y-z Euler angles `α`, `β`, `γ`. -/
def eulerMatrix (α β γ : ℝ) : Mat3 := Rz α * Ry β * Rz γ
```

Passive components are defined by their geometric meaning, as scalar products with the moved basis vectors. Here `Pi.single i 1` is \(e_i\).

```lean
/-- The scalar products of a vector `v` with the basis vectors moved by `A`. -/
def bodyComponents (A : Mat3) (v : Fin 3 → ℝ) : Fin 3 → ℝ :=
  fun i => (A *ᵥ Pi.single i 1) ⬝ᵥ v
```

Before angles reported by a program or an instrument are put into `eulerMatrix`, their convention has to be known: which axes are used and in what order, whether these axes are fixed or move with the body, which sense of turning is positive, and whether the matrix is active or passive and acts on columns or on rows. The theorems cannot supply this information.

## Proper rotations from the Rodrigues formula

Closure under multiplication keeps every intermediate orientation in SO(3).

```lean
/-- The product of two proper rotations is a proper rotation. -/
theorem IsRotation.mul {A B : Mat3} (hA : IsRotation A) (hB : IsRotation B) :
    IsRotation (A * B) := by
  refine ⟨?_, by rw [det_mul, hA.2, hB.2, one_mul]⟩
  rw [transpose_mul]
  calc A * B * (Bᵀ * Aᵀ) = A * (B * Bᵀ) * Aᵀ := by simp only [mul_assoc]
    _ = 1 := by rw [hB.1, mul_one, hA.1]
```

The next theorem adds angles about a common unit axis, `n ⬝ᵥ n = 1`. Its first step proves \(K^3=-(n\cdot n)K\) entry by entry: `fin_cases` lists the nine entries and `ring` checks the polynomial identities. After the product is expanded and the powers of \(K\) are reduced, `module` compares the coefficients of \(1\), \(K\) and \(K^2\).

```lean
/-- Angles add for successive rotations about the same unit axis. -/
theorem rodrigues_add {n : Fin 3 → ℝ} (hn : n ⬝ᵥ n = 1) (s t : ℝ) :
    rodrigues n s * rodrigues n t = rodrigues n (s + t) := by
  -- the cross-product matrix of a unit vector satisfies K³ = -K
  have h : crossMatrix n * crossMatrix n * crossMatrix n
      = (-(n ⬝ᵥ n)) • crossMatrix n := by
    ext i j
    fin_cases i <;> fin_cases j <;>
      simp [crossMatrix, Matrix.mul_apply, Fin.sum_univ_three, dotProduct] <;> ring
  rw [hn, neg_smul, one_smul] at h
  have h' : crossMatrix n * (crossMatrix n * crossMatrix n) = -crossMatrix n := by
    rw [← mul_assoc, h]
  have h4 : crossMatrix n * crossMatrix n * (crossMatrix n * crossMatrix n)
      = -(crossMatrix n * crossMatrix n) := by
    rw [← mul_assoc, h, neg_mul]
  simp only [rodrigues, Real.sin_add, Real.cos_add, add_mul, mul_add, smul_mul_assoc,
    mul_smul_comm, one_mul, mul_one, h, h', h4]
  module
```

Transposition changes the sign of \(K\) and leaves \(K^2\) alone, which is the effect of changing the sign of the angle.

```lean
/-- Transposing a Rodrigues matrix reverses its angle. -/
theorem rodrigues_transpose (n : Fin 3 → ℝ) (t : ℝ) :
    (rodrigues n t)ᵀ = rodrigues n (-t) := by
  have h : (crossMatrix n)ᵀ = -crossMatrix n := by
    ext i j
    fin_cases i <;> fin_cases j <;> simp [crossMatrix]
  simp only [rodrigues, transpose_add, transpose_smul, transpose_mul, transpose_one, h,
    neg_mul_neg, Real.sin_neg, Real.cos_neg, smul_neg, neg_smul]
```

Orthogonality follows from the two preceding theorems. For the determinant, `add_halves` splits the angle, as in the derivation above.

```lean
/-- The Rodrigues matrix of a unit axis is a proper rotation. -/
theorem rodrigues_isRotation {n : Fin 3 → ℝ} (hn : n ⬝ᵥ n = 1) (t : ℝ) :
    IsRotation (rodrigues n t) := by
  have orth : ∀ s, rodrigues n s * (rodrigues n s)ᵀ = 1 := by
    intro s
    rw [rodrigues_transpose, rodrigues_add hn, add_neg_cancel]
    simp [rodrigues]
  refine ⟨orth t, ?_⟩
  -- a rotation is the square of the rotation by half the angle
  have h := congrArg Matrix.det (orth (t / 2))
  rw [det_mul, det_transpose, det_one] at h
  rw [← add_halves t, ← rodrigues_add hn, det_mul]
  exact h
```

## Covariance and the reversed order

The covariance theorem holds for every proper rotation `Q`, every vector `n` and every real angle `t`; `n` need not have unit length. The triple-product identity `h` is checked by entries, with the determinant written out. The statements `hK` and `hK2` transport \(K\) and \(K^2\), and the last two lines assemble the Rodrigues formula.

```lean
/-- Conjugating a Rodrigues matrix by a proper rotation `Q` rotates its axis by `Q` and
keeps its angle. -/
theorem rodrigues_covariance {Q : Mat3} (hQ : IsRotation Q) (n : Fin 3 → ℝ) (t : ℝ) :
    Q * rodrigues n t * Qᵀ = rodrigues (Q *ᵥ n) t := by
  have hQ' : Qᵀ * Q = 1 := mul_eq_one_comm.mp hQ.1
  -- invariance of the triple product up to the determinant
  have h : Qᵀ * crossMatrix (Q *ᵥ n) * Q = Q.det • crossMatrix n := by
    ext i j
    fin_cases i <;> fin_cases j <;>
      simp [crossMatrix, Matrix.mul_apply, Fin.sum_univ_three, Matrix.mulVec, dotProduct,
        Matrix.det_fin_three] <;> ring
  rw [hQ.2, one_smul] at h
  have hK : crossMatrix (Q *ᵥ n) = Q * crossMatrix n * Qᵀ := by
    calc crossMatrix (Q *ᵥ n) = (Q * Qᵀ) * crossMatrix (Q *ᵥ n) * (Q * Qᵀ) := by
          rw [hQ.1, one_mul, mul_one]
      _ = Q * (Qᵀ * crossMatrix (Q *ᵥ n) * Q) * Qᵀ := by simp only [mul_assoc]
      _ = Q * crossMatrix n * Qᵀ := by rw [h]
  have hK2 : Q * crossMatrix n * Qᵀ * (Q * crossMatrix n * Qᵀ)
      = Q * (crossMatrix n * crossMatrix n) * Qᵀ := by
    calc _ = Q * crossMatrix n * (Qᵀ * Q) * crossMatrix n * Qᵀ := by
          simp only [mul_assoc]
      _ = _ := by rw [hQ', mul_one]; simp only [mul_assoc]
  rw [rodrigues, rodrigues, hK, hK2]
  simp only [mul_add, add_mul, mul_one, hQ.1, mul_smul_comm, smul_mul_assoc]
```

For a list of any length, including the empty one, the body-axis process multiplies the initial orientation on the right. The hypothesis `hl` says that every axis in the list is a unit vector. The induction is carried out for all starting orientations at once, since the orientation changes after each turn. In it, `step` is the identity \(R(An,t)A=AR(n,t)\), and `hp` ensures that the next orientation is a proper rotation.

```lean
/-- Turning about moved body axes, given as unit vectors, multiplies the initial proper
rotation `A` on the right by the Rodrigues matrices in the order of the list. -/
theorem bodyAxes_eq_prod (l : List ((Fin 3 → ℝ) × ℝ)) (hl : ∀ p ∈ l, p.1 ⬝ᵥ p.1 = 1)
    {A : Mat3} (hA : IsRotation A) :
    bodyAxes A l = A * (l.map fun p => rodrigues p.1 p.2).prod := by
  revert A
  induction l with
  | nil => intro A hA; simp [bodyAxes]
  | cons p l ih =>
    intro A hA
    -- a turn about the moved axis is a right multiplication
    have step : rodrigues (A *ᵥ p.1) p.2 * A = A * rodrigues p.1 p.2 := by
      rw [← rodrigues_covariance hA, mul_assoc, mul_eq_one_comm.mp hA.1, mul_one]
    have hp : IsRotation (rodrigues p.1 p.2) :=
      rodrigues_isRotation (hl p List.mem_cons_self) p.2
    rw [bodyAxes, step, ih (fun q hq => hl q (List.mem_cons_of_mem p hq)) (hA.mul hp),
      List.map_cons, List.prod_cons, mul_assoc]
```

The reversal theorem starts both processes from the identity matrix, so body and space axes coincide initially. The auxiliary statement `hf` shows by induction that fixed-axis turns accumulate on the left. Applied to `l.reverse`, it gives the same ordered product as the preceding theorem.

```lean
/-- Starting from the identity orientation, for any list of rotations about unit axes, composition
about the successively moved body axes equals composition about the fixed axes in reversed order. -/
theorem bodyAxes_eq_fixedAxes_reverse (l : List ((Fin 3 → ℝ) × ℝ))
    (hl : ∀ p ∈ l, p.1 ⬝ᵥ p.1 = 1) :
    bodyAxes 1 l = fixedAxes 1 l.reverse := by
  -- turns about fixed axes accumulate on the left
  have hf : ∀ (m : List ((Fin 3 → ℝ) × ℝ)) (A : Mat3),
      fixedAxes A m = (m.reverse.map fun p => rodrigues p.1 p.2).prod * A := by
    intro m
    induction m with
    | nil => intro A; simp [fixedAxes]
    | cons p m ih =>
      intro A
      simp only [fixedAxes, ih, List.reverse_cons, List.map_append, List.prod_append,
        List.map_cons, List.map_nil, List.prod_cons, List.prod_nil, mul_one, mul_assoc]
  have h1 : IsRotation 1 := ⟨by simp, by simp⟩
  rw [bodyAxes_eq_prod l hl h1, hf, List.reverse_reverse, mul_one, one_mul]
```

## The z-y-z matrix and its passive form

Comparing entries identifies the explicit matrices with the Rodrigues matrices for the unit vectors along z and y.

```lean
/-- The Rodrigues matrices of the z and y unit vectors are `Rz` and `Ry`. -/
theorem rodrigues_axes (t : ℝ) :
    rodrigues ![0, 0, 1] t = Rz t ∧ rodrigues ![0, 1, 0] t = Ry t := by
  constructor <;> ext i j <;> fin_cases i <;> fin_cases j <;>
    simp [rodrigues, crossMatrix, Rz, Ry]
```

The z-y-z theorem makes two statements: body-axis turns in the order \(\alpha,\beta,\gamma\) and fixed-axis turns in the order \(\gamma,\beta,\alpha\) both give `eulerMatrix α β γ`. The fixed-axis product is computed directly. The reversal theorem then supplies the body-axis result, once the three axes have been checked to have unit length.

```lean
/-- Starting from the identity orientation, turning by `α` about z, by `β` about the moved y axis
and by `γ` about the moved z axis gives `Rz α * Ry β * Rz γ`, as do the turns `γ`, `β`, `α` about
the fixed z, y, z axes. -/
theorem euler_zyz (α β γ : ℝ) :
    bodyAxes 1 [(![0, 0, 1], α), (![0, 1, 0], β), (![0, 0, 1], γ)] = eulerMatrix α β γ ∧
    fixedAxes 1 [(![0, 0, 1], γ), (![0, 1, 0], β), (![0, 0, 1], α)]
      = eulerMatrix α β γ := by
  have hfix : fixedAxes 1 [(![0, 0, 1], γ), (![0, 1, 0], β), (![0, 0, 1], α)]
      = eulerMatrix α β γ := by
    simp only [fixedAxes, (rodrigues_axes _).1, (rodrigues_axes _).2, eulerMatrix,
      mul_one, mul_assoc]
  refine ⟨(bodyAxes_eq_fixedAxes_reverse _ ?_).trans hfix, hfix⟩
  intro p hp
  simp only [List.mem_cons, List.not_mem_nil, or_false] at hp
  rcases hp with rfl | rfl | rfl <;> simp [dotProduct, Fin.sum_univ_three]
```

The last theorem first states that, for every vector `v`, the components along the rotated axes are obtained by applying `eulerMatrix (-γ) (-β) (-α)`. It then states that this matrix is the inverse of the active one. In the proof, `hT` computes the transpose and `hR` shows that the active matrix is a proper rotation, so that its transpose is its inverse. The angles are arbitrary real numbers: the theorem does not bring \(-\beta\) back into the customary interval \([0,\pi]\), nor does it claim that Euler angles are unique.

```lean
/-- The passive matrix, which gives the components of a fixed vector along the rotated axes,
has Euler angles `-γ`, `-β`, `-α` and is the inverse of the active matrix. -/
theorem passive_euler (α β γ : ℝ) :
    (∀ v, bodyComponents (eulerMatrix α β γ) v = eulerMatrix (-γ) (-β) (-α) *ᵥ v) ∧
    (eulerMatrix α β γ)⁻¹ = eulerMatrix (-γ) (-β) (-α) := by
  have hz : ∀ t, Rz t = rodrigues ![0, 0, 1] t := fun t => (rodrigues_axes t).1.symm
  have hy : ∀ t, Ry t = rodrigues ![0, 1, 0] t := fun t => (rodrigues_axes t).2.symm
  -- transposition reverses the order and the signs of the angles
  have hT : (eulerMatrix α β γ)ᵀ = eulerMatrix (-γ) (-β) (-α) := by
    simp only [eulerMatrix, hz, hy, transpose_mul, rodrigues_transpose, mul_assoc]
  have hR : IsRotation (eulerMatrix α β γ) := by
    have uz : (![0, 0, 1] : Fin 3 → ℝ) ⬝ᵥ ![0, 0, 1] = 1 := by
      simp [dotProduct, Fin.sum_univ_three]
    have uy : (![0, 1, 0] : Fin 3 → ℝ) ⬝ᵥ ![0, 1, 0] = 1 := by
      simp [dotProduct, Fin.sum_univ_three]
    simp only [eulerMatrix, hz, hy]
    exact ((rodrigues_isRotation uz α).mul (rodrigues_isRotation uy β)).mul
      (rodrigues_isRotation uz γ)
  rw [← hT]
  refine ⟨fun v => ?_, Matrix.inv_eq_right_inv hR.1⟩
  ext i
  simp [bodyComponents, Matrix.mulVec, dotProduct, Pi.single_apply]

end

end BodyAxisRotations
```

```lean
#print axioms BodyAxisRotations.bodyAxes_eq_fixedAxes_reverse
#print axioms BodyAxisRotations.euler_zyz
#print axioms BodyAxisRotations.passive_euler
```

```
'BodyAxisRotations.bodyAxes_eq_fixedAxes_reverse' depends on axioms: [propext, Classical.choice, Quot.sound]
'BodyAxisRotations.euler_zyz' depends on axioms: [propext, Classical.choice, Quot.sound]
'BodyAxisRotations.passive_euler' depends on axioms: [propext, Classical.choice, Quot.sound]
```
